# Transmission through a single backbone level tends to zero exactly at the side-group energies whose eigenspaces it couples to

The transmission zero is stated here as a limit, with the energy $E$ approaching a real number $\lambda$ through values $E\neq\lambda$. The reason is that the transmission formula contains $(E-K)^{-1}$, where the Hermitian matrix $K$ is the Hamiltonian of the side group, and this inverse does not exist when $E$ is an eigenvalue of $K$. Lean still assigns the formula a value at that point, but the limit ignores it.

The model is non-interacting, with one backbone level, a finite side group, and leads that touch only the backbone level. Within it, the result locates the antiresonances: they lie at the levels of the isolated side group that the coupling reaches, whatever the energy of the backbone level.

## Backbone, leads and side group

```lean
import Mathlib

open Matrix Filter Topology

namespace SideGroupAntiresonance

noncomputable section

variable {n : Type*} [Fintype n] [DecidableEq n]
```

The finite type `n` labels the orbitals of the side group, which are taken to be orthonormal. A vector `n → ℂ` gives one complex amplitude per orbital.

```lean
/-- Self-energy `w* (E - K)⁻¹ w` of the backbone level due to the side group, for real `E`
that is not an eigenvalue of `K`. -/
def selfEnergy (K : Matrix n n ℂ) (w : n → ℂ) (E : ℝ) : ℂ :=
  star w ⬝ᵥ (((E : ℂ) • (1 : Matrix n n ℂ) - K)⁻¹ *ᵥ w)
```

This is the self-energy $\Sigma(E)=w^*(E-K)^{-1}w$, where $w_j$ is the matrix element from the backbone to side orbital $j$. The symbol `⬝ᵥ` is the dot product without conjugation, so `star w ⬝ᵥ x` means $w^*x=\sum_j \overline{w_j}\,x_j$. The symbol `*ᵥ` applies a matrix to a vector.

```lean
/-- Green's function of the backbone level `e` with lead broadening `g`, for `E` not an
eigenvalue of `K` and a nonzero denominator. -/
def green (e g : ℝ) (K : Matrix n n ℂ) (w : n → ℂ) (E : ℝ) : ℂ :=
  1 / ((E : ℂ) - e - selfEnergy K w E + g * Complex.I)
```

The backbone level has energy $e$, and its Green's function is $G(E)=1/(E-e-\Sigma(E)+ig)$. The constant $g$ is postulated. It stands for two identical leads that touch only the backbone, in the wide-band limit: each lead adds the constant $-ig/2$ to the self-energy of the level, so $g$ is the broadening $\Gamma$ due to one lead.

```lean
/-- Transmission `g² |G(E)|²` through the backbone level, on the domain of the Green's function. -/
def transmission (e g : ℝ) (K : Matrix n n ℂ) (w : n → ℂ) (E : ℝ) : ℝ :=
  g ^ 2 * Complex.normSq (green e g K w E)
```

The transmission is $T(E)=\Gamma_L\Gamma_R|G(E)|^2$ with $\Gamma_L=\Gamma_R=g$ for the left and right lead, that is, $T(E)=g^2|G(E)|^2$; `Complex.normSq` is the squared modulus.

```lean
/-- The coupling vector `w` is not orthogonal to the eigenspace of `K` at energy `lam`. -/
def CouplesAt (K : Matrix n n ℂ) (w : n → ℂ) (lam : ℝ) : Prop :=
  ∃ v : n → ℂ, K *ᵥ v = (lam : ℂ) • v ∧ star v ⬝ᵥ w ≠ 0
```

`CouplesAt K w lam` says that some $v$ satisfies $Kv=\lambda v$ and $v^*w\neq0$. Such a $v$ cannot be zero, so the condition already makes $\lambda$ an eigenvalue.

```lean
/-- If `E` is not an eigenvalue of `K`, the backbone amplitude `a` of the state driven by a unit
source on the backbone is the Green's function; `x` holds the side-group amplitudes. -/
theorem amplitude_eq_green {e g E : ℝ} {K : Matrix n n ℂ} {w x : n → ℂ} {a : ℂ}
    (hE : IsUnit ((E : ℂ) • (1 : Matrix n n ℂ) - K).det)
    (hback : ((E : ℂ) - e + g * Complex.I) * a - star w ⬝ᵥ x = 1)
    (hside : ((E : ℂ) • (1 : Matrix n n ℂ) - K) *ᵥ x = a • w) :
    a = green e g K w E := by
  -- eliminate the side group
  have hx : x = a • (((E : ℂ) • (1 : Matrix n n ℂ) - K)⁻¹ *ᵥ w) := by
    rw [← Matrix.mulVec_smul, ← hside, Matrix.mulVec_mulVec,
      Matrix.nonsing_inv_mul _ hE, Matrix.one_mulVec]
  have hs : star w ⬝ᵥ x = a * selfEnergy K w E := by
    rw [hx, dotProduct_smul, smul_eq_mul, selfEnergy]
  rw [hs] at hback
  have h : a * ((E : ℂ) - e - selfEnergy K w E + g * Complex.I) = 1 := by
    linear_combination hback
  exact eq_one_div_of_mul_eq_one_left h
```

In the Lean theorems here the hypotheses stand in brackets after the name, and the claim follows the first colon outside the brackets. Here `hback` and `hside` are the Schrödinger equations driven by a unit source on the backbone:

$$(E-e+ig)\,a-w^*x=1,\qquad (E-K)\,x=a\,w.$$

The second gives $x=a(E-K)^{-1}w$, hence $w^*x=a\Sigma$. The first becomes $a(E-e-\Sigma+ig)=1$, so $a=G(E)$. The hypothesis `hE` says that $E-K$ is invertible.

```lean
/-- For a Hermitian side group the transmission is `g² / ((E - e - Σ)² + g²)`, with `Σ` the real
part of the self-energy. -/
theorem transmission_eq {K : Matrix n n ℂ} (hK : K.IsHermitian) (e g : ℝ) (w : n → ℂ) (E : ℝ) :
    transmission e g K w E = g ^ 2 / ((E - e - (selfEnergy K w E).re) ^ 2 + g ^ 2) := by
  have hM : ((E : ℂ) • (1 : Matrix n n ℂ) - K).IsHermitian := by
    unfold Matrix.IsHermitian
    rw [Matrix.conjTranspose_sub, Matrix.conjTranspose_smul, Matrix.conjTranspose_one, hK.eq,
      Complex.star_def, Complex.conj_ofReal]
  -- the self-energy is real
  have hreal : star (selfEnergy K w E) = selfEnergy K w E := by
    unfold selfEnergy
    rw [← Matrix.star_dotProduct, Matrix.star_mulVec, hM.inv.eq, Matrix.dotProduct_mulVec]
  have him : (selfEnergy K w E).im = 0 := Complex.conj_eq_iff_im.mp hreal
  have h1 : ((E : ℂ) - e - selfEnergy K w E + g * Complex.I).re
      = E - e - (selfEnergy K w E).re := by simp
  have h2 : ((E : ℂ) - e - selfEnergy K w E + g * Complex.I).im = g := by simp [him]
  unfold transmission green
  rw [Complex.normSq_div, map_one, Complex.normSq_apply, h1, h2, mul_one_div, ← sq, ← sq]
```

For real $E$ the matrix $E-K$ is Hermitian (`hM`), and so is its inverse. Hence $\overline{\Sigma}=\Sigma$ (`hreal`), and the denominator of $G$ has real part $E-e-\Sigma$ and imaginary part $g$. Therefore

$$T(E)=\frac{g^2}{(E-e-\Sigma(E))^2+g^2}.$$

## The self-energy as a sum over modes

```lean
omit [DecidableEq n] in
/-- The dot product with a sum of vectors is the sum of the dot products. -/
theorem overlap_sum (a : n → ℂ) (f : n → n → ℂ) : a ⬝ᵥ (∑ i, f i) = ∑ i, a ⬝ᵥ f i := by
  simp only [dotProduct, Finset.sum_apply, Finset.mul_sum]
  exact Finset.sum_comm
```

This is linearity: $a^*$ or any other row vector can be taken inside a sum of vectors.

```lean
/-- A Hermitian side group has a complete set of modes with real energies. -/
theorem exists_modes {K : Matrix n n ℂ} (hK : K.IsHermitian) :
    ∃ (μ : n → ℝ) (v : n → n → ℂ), (∀ i, K *ᵥ v i = (μ i : ℂ) • v i) ∧
      ∀ u : n → ℂ, ∑ i, (star (v i) ⬝ᵥ u) • v i = u := by
  refine ⟨hK.eigenvalues, fun i => (hK.eigenvectorBasis i).ofLp, fun i => ?_, fun u => ?_⟩
  · refine (hK.mulVec_eigenvectorBasis i).trans ?_
    ext j
    simp [Complex.real_smul]
  · have hc : ∀ i, inner ℂ (hK.eigenvectorBasis i) (WithLp.toLp 2 u)
        = star (hK.eigenvectorBasis i).ofLp ⬝ᵥ u := fun i => by
      rw [EuclideanSpace.inner_eq_star_dotProduct]
      exact dotProduct_comm _ _
    have h := congrArg WithLp.ofLp (hK.eigenvectorBasis.sum_repr' (WithLp.toLp 2 u))
    simp only [hc, WithLp.ofLp_sum, WithLp.ofLp_smul] at h
    exact h
```

Mathlib's orthonormal eigenvector basis supplies real energies $\mu_i$ and modes $v_i$ with $Kv_i=\mu_iv_i$ and $\sum_i (v_i^*u)\,v_i=u$ for every $u$.

```lean
/-- Away from the mode energies, the self-energy is the sum over a complete orthonormal set of modes
of squared overlap divided by detuning. -/
theorem selfEnergy_eq_sum {K : Matrix n n ℂ} {w : n → ℂ} {μ : n → ℝ} {v : n → n → ℂ}
    (hv : ∀ i, K *ᵥ v i = (μ i : ℂ) • v i)
    (hc : ∀ u : n → ℂ, ∑ i, (star (v i) ⬝ᵥ u) • v i = u) {E : ℝ} (hE : ∀ i, E ≠ μ i) :
    selfEnergy K w E = ((∑ i, Complex.normSq (star (v i) ⬝ᵥ w) / (E - μ i) : ℝ) : ℂ) := by
  have hne : ∀ i, (E : ℂ) - μ i ≠ 0 := fun i => by
    have := sub_ne_zero.mpr (hE i)
    exact_mod_cast this
  -- solve (E - K) x = u mode by mode
  have hsolve : ∀ u : n → ℂ, ((E : ℂ) • (1 : Matrix n n ℂ) - K) *ᵥ
      (∑ i, ((star (v i) ⬝ᵥ u) / ((E : ℂ) - μ i)) • v i) = u := by
    intro u
    refine Eq.trans ?_ (hc u)
    rw [← Matrix.mulVecLin_apply, map_sum]
    refine Finset.sum_congr rfl fun i _ => ?_
    rw [Matrix.mulVecLin_apply, Matrix.mulVec_smul, Matrix.sub_mulVec, Matrix.smul_mulVec,
      Matrix.one_mulVec, hv, ← sub_smul, smul_smul, div_mul_cancel₀ _ (hne i)]
  have hdet := (Matrix.isUnit_iff_isUnit_det _).mp
    (Matrix.mulVec_surjective_iff_isUnit.mp fun u => ⟨_, hsolve u⟩)
  have hx : ((E : ℂ) • (1 : Matrix n n ℂ) - K)⁻¹ *ᵥ w
      = ∑ i, ((star (v i) ⬝ᵥ w) / ((E : ℂ) - μ i)) • v i := by
    conv_lhs => rw [← hsolve w]
    rw [Matrix.mulVec_mulVec, Matrix.nonsing_inv_mul _ hdet, Matrix.one_mulVec]
  unfold selfEnergy
  rw [hx, overlap_sum, Complex.ofReal_sum]
  refine Finset.sum_congr rfl fun i _ => ?_
  have hs : star w ⬝ᵥ v i = star (star (v i) ⬝ᵥ w) := Matrix.star_dotProduct _ _
  rw [dotProduct_smul, smul_eq_mul, hs, Complex.ofReal_div, ← Complex.mul_conj,
    starRingEnd_apply, Complex.ofReal_sub]
  ring
```

Let $E$ differ from every $\mu_i$. The equation $(E-K)x=u$ is solved by

$$x=\sum_i\frac{v_i^*u}{E-\mu_i}\,v_i,$$

because $E-K$ multiplies $v_i$ by $E-\mu_i$, and completeness then returns $u$. This is `hsolve`. Since every $u$ is reached, $E-K$ is invertible (`hdet`). Taking $u=w$ and multiplying by $w^*$ gives

$$\Sigma(E)=\sum_i\frac{|v_i^*w|^2}{E-\mu_i}.$$

```lean
/-- Near a real energy `lam` the self-energy of a Hermitian side group is a simple pole plus a
part continuous at `lam`; the residue is nonzero exactly when `w` couples to the eigenspace. -/
theorem selfEnergy_pole {K : Matrix n n ℂ} (hK : K.IsHermitian) (w : n → ℂ) (lam : ℝ) :
    ∃ (A : ℝ) (R : ℝ → ℝ), ContinuousAt R lam ∧ (A ≠ 0 ↔ CouplesAt K w lam) ∧
      ∀ᶠ E in 𝓝[≠] lam, selfEnergy K w E = ((A / (E - lam) + R E : ℝ) : ℂ) := by
  obtain ⟨μ, v, hv, hc⟩ := exists_modes hK
  refine ⟨∑ i, if μ i = lam then Complex.normSq (star (v i) ⬝ᵥ w) else 0,
    fun E => ∑ i, if μ i = lam then 0 else Complex.normSq (star (v i) ⬝ᵥ w) / (E - μ i),
    ?_, ⟨?_, ?_⟩, ?_⟩
  · unfold ContinuousAt
    refine tendsto_finsetSum _ fun i _ => ?_
    by_cases h : μ i = lam
    · simp [h]
    · simp only [if_neg h]
      exact tendsto_const_nhds.div (tendsto_id.sub tendsto_const_nhds)
        (sub_ne_zero.mpr (Ne.symm h))
  · intro hA
    obtain ⟨i, _, hi⟩ := Finset.exists_ne_zero_of_sum_ne_zero hA
    by_cases h : μ i = lam
    · exact ⟨v i, by rw [hv, h], fun h0 => hi (by simp [h0])⟩
    · exact absurd (if_neg h) hi
  · rintro ⟨u, hu, huw⟩ hA
    have hnn : ∀ i ∈ (Finset.univ : Finset n),
        (0 : ℝ) ≤ if μ i = lam then Complex.normSq (star (v i) ⬝ᵥ w) else 0 := fun i _ => by
      split_ifs
      exacts [Complex.normSq_nonneg _, le_rfl]
    have hz := (Finset.sum_eq_zero_iff_of_nonneg hnn).mp hA
    apply huw
    rw [← hc w, overlap_sum]
    refine Finset.sum_eq_zero fun i hi => ?_
    rw [dotProduct_smul, smul_eq_mul]
    by_cases h : μ i = lam
    · have h1 := hz i hi
      simp only [if_pos h, Complex.normSq_eq_zero] at h1
      rw [h1, zero_mul]
    · -- eigenvectors at different energies are orthogonal
      have h1 : star u ⬝ᵥ (K *ᵥ v i) = star (K *ᵥ u) ⬝ᵥ v i := by
        rw [Matrix.star_mulVec, hK.eq, Matrix.dotProduct_mulVec]
      rw [hu, hv, dotProduct_smul, star_smul, smul_dotProduct, smul_eq_mul, smul_eq_mul,
        Complex.star_def, Complex.conj_ofReal] at h1
      have h2 : ((μ i : ℂ) - lam) * (star u ⬝ᵥ v i) = 0 := by linear_combination h1
      have h3 : (μ i : ℂ) - lam ≠ 0 := sub_ne_zero.mpr (by exact_mod_cast h)
      rw [(mul_eq_zero.mp h2).resolve_left h3, mul_zero]
  · have hev : ∀ᶠ E in 𝓝[≠] lam, ∀ i, E ≠ μ i := Filter.eventually_all.mpr fun i => by
      by_cases h : μ i = lam
      · rw [h]
        exact self_mem_nhdsWithin
      · exact (eventually_ne_nhds (Ne.symm h)).filter_mono nhdsWithin_le_nhds
    filter_upwards [hev] with E hE
    rw [selfEnergy_eq_sum hv hc hE]
    refine congrArg Complex.ofReal ?_
    simp only [Finset.sum_div, ← Finset.sum_add_distrib]
    refine Finset.sum_congr rfl fun i _ => ?_
    by_cases h : μ i = lam <;> simp [h]
```

The sum is split according to whether $\mu_i=\lambda$:

$$\Sigma(E)=\frac{A}{E-\lambda}+R(E),\qquad A=\sum_{\mu_i=\lambda}|v_i^*w|^2,\qquad R(E)=\sum_{\mu_i\neq\lambda}\frac{|v_i^*w|^2}{E-\mu_i}.$$

The notation `∀ᶠ E in 𝓝[≠] lam` means "for all $E\neq\lambda$ close enough to $\lambda$". No denominator in $R$ vanishes at $\lambda$, so $R$ is continuous there.

If $A\neq0$, some term is nonzero, and its $v_i$ is a mode at $\lambda$ that overlaps with $w$. For the converse, let $Ku=\lambda u$ and suppose $A=0$. All terms of $A$ are nonnegative, so $v_i^*w=0$ whenever $\mu_i=\lambda$. When $\mu_i\neq\lambda$, evaluating $u^*Kv_i$ in two ways gives $(\mu_i-\lambda)\,u^*v_i=0$, so $u^*v_i=0$. Expanding $w$ in modes,

$$u^*w=\sum_i (v_i^*w)(u^*v_i)=0,$$

and $u$ does not couple to $w$.

## The limit of the transmission

```lean
/-- If `w` couples to the eigenspace of a Hermitian side group at `lam`, the transmission
vanishes as `E` approaches `lam`. -/
theorem antiresonance {K : Matrix n n ℂ} (hK : K.IsHermitian) (e g : ℝ) {w : n → ℂ} {lam : ℝ}
    (h : CouplesAt K w lam) : Tendsto (transmission e g K w) (𝓝[≠] lam) (𝓝 0) := by
  obtain ⟨A, R, hR, hA, hS⟩ := selfEnergy_pole hK w lam
  have hA0 : A ≠ 0 := hA.mpr h
  -- multiply numerator and denominator by (E - lam)²
  have hF : ContinuousAt (fun E : ℝ => g ^ 2 * (E - lam) ^ 2 /
      (((E - lam) * (E - e - R E) - A) ^ 2 + g ^ 2 * (E - lam) ^ 2)) lam := by
    refine ContinuousAt.div (by fun_prop) (by fun_prop) ?_
    simpa using hA0
  have hval : g ^ 2 * (lam - lam) ^ 2 /
      (((lam - lam) * (lam - e - R lam) - A) ^ 2 + g ^ 2 * (lam - lam) ^ 2) = 0 := by simp
  have hlim := hF.tendsto.mono_left (nhdsWithin_le_nhds (s := {lam}ᶜ))
  simp only [hval] at hlim
  refine hlim.congr' ?_
  filter_upwards [hS, self_mem_nhdsWithin] with E hE hne
  have hx : E - lam ≠ 0 := sub_ne_zero.mpr hne
  have hq : A / (E - lam) * (E - lam) = A := div_mul_cancel₀ _ hx
  have hden : ((E - lam) * (E - e - R E) - A) ^ 2 + g ^ 2 * (E - lam) ^ 2
      = ((E - e - (A / (E - lam) + R E)) ^ 2 + g ^ 2) * (E - lam) ^ 2 := by
    generalize A / (E - lam) = q at hq ⊢
    linear_combination (2 * (E - lam) * (E - e - R E) - A - q * (E - lam)) * hq
  simp only [transmission_eq hK, hE, Complex.ofReal_re]
  rw [hden, mul_div_mul_right _ _ (pow_ne_zero 2 hx)]
```

`Tendsto f (𝓝[≠] lam) (𝓝 0)` reads "$f(E)\to0$ as $E\to\lambda$ with $E\neq\lambda$". Multiplying numerator and denominator of $T$ by $(E-\lambda)^2$ gives

$$T(E)=\frac{g^2(E-\lambda)^2}{\big[(E-\lambda)(E-e-R(E))-A\big]^2+g^2(E-\lambda)^2}.$$

Coupling means $A\neq0$, so the right-hand side is continuous at $\lambda$ (`hF`) with value $0/A^2=0$ (`hval`). The identity for the denominators is `hden`, and `congr'` carries the limit over to $T$, which agrees with this expression near $\lambda$.

```lean
/-- If `g > 0` and `w` is orthogonal to the eigenspace of a Hermitian side group at `lam`, the
transmission has a strictly positive limit there. -/
theorem positive_limit {K : Matrix n n ℂ} (hK : K.IsHermitian) (e : ℝ) {g : ℝ} (hg : 0 < g)
    {w : n → ℂ} {lam : ℝ} (h : ¬ CouplesAt K w lam) :
    ∃ T₀ : ℝ, 0 < T₀ ∧ Tendsto (transmission e g K w) (𝓝[≠] lam) (𝓝 T₀) := by
  obtain ⟨A, R, hR, hA, hS⟩ := selfEnergy_pole hK w lam
  have hA0 : A = 0 := by_contra fun h' => h (hA.mp h')
  refine ⟨g ^ 2 / ((lam - e - R lam) ^ 2 + g ^ 2), by positivity, ?_⟩
  have hF : ContinuousAt (fun E : ℝ => g ^ 2 / ((E - e - R E) ^ 2 + g ^ 2)) lam := by
    refine ContinuousAt.div (by fun_prop) (by fun_prop) ?_
    positivity
  refine (hF.tendsto.mono_left nhdsWithin_le_nhds).congr' ?_
  filter_upwards [hS] with E hE
  simp only [transmission_eq hK, hE, Complex.ofReal_re, hA0, zero_div, zero_add]
```

Without coupling $A=0$, the pole is absent, and

$$T(E)\to\frac{g^2}{(\lambda-e-R(\lambda))^2+g^2}>0.$$

```lean
/-- For `g > 0` and a Hermitian side group, the transmission tends to zero as `E` approaches
`lam` if and only if `w` is not orthogonal to the eigenspace at `lam`. -/
theorem transmission_tendsto_zero_iff {K : Matrix n n ℂ} (hK : K.IsHermitian) (e : ℝ) {g : ℝ}
    (hg : 0 < g) (w : n → ℂ) (lam : ℝ) :
    Tendsto (transmission e g K w) (𝓝[≠] lam) (𝓝 0) ↔ CouplesAt K w lam := by
  refine ⟨fun h => by_contra fun hn => ?_, antiresonance hK e g⟩
  obtain ⟨T₀, hpos, hT⟩ := positive_limit hK e hg hn
  exact hpos.ne (tendsto_nhds_unique h hT)
```

This is the equivalence. One direction is `antiresonance`. For the other, if $T\to0$ without coupling, $T$ would also have a positive limit, which contradicts uniqueness of limits (`tendsto_nhds_unique`). This direction needs $g\neq0$: at $g=0$ the transmission is zero everywhere, coupled or not.

## A dimer with one silent mode

```lean
/-- A dimer side group with zero site energies and hopping `b ≠ 0`, both sites coupled to the
backbone by the same `t ≠ 0`, blocks transmission at `E → b` but not at `E → -b`, for `g > 0`. -/
theorem symmetric_dimer (e : ℝ) {g b : ℝ} {t : ℂ} (hg : 0 < g) (hb : b ≠ 0) (ht : t ≠ 0) :
    Tendsto (transmission e g !![0, (b : ℂ); (b : ℂ), 0] ![t, t]) (𝓝[≠] b) (𝓝 0) ∧
    ¬ Tendsto (transmission e g !![0, (b : ℂ); (b : ℂ), 0] ![t, t]) (𝓝[≠] (-b)) (𝓝 0) := by
  have hK : (!![0, (b : ℂ); (b : ℂ), 0]).IsHermitian :=
    Matrix.IsHermitian.ext fun i j => by fin_cases i <;> fin_cases j <;> simp
  rw [transmission_tendsto_zero_iff hK e hg, transmission_tendsto_zero_iff hK e hg]
  constructor
  · -- the symmetric mode overlaps with the coupling vector
    refine ⟨![1, 1], ?_, ?_⟩
    · ext i
      fin_cases i <;> simp [Matrix.mulVec, dotProduct, Fin.sum_univ_two]
    · have h : star ![(1 : ℂ), 1] ⬝ᵥ ![t, t] = 2 * t := by
        simp [dotProduct, Fin.sum_univ_two, two_mul]
      rw [h]
      exact mul_ne_zero two_ne_zero ht
  · -- every mode at -b is antisymmetric
    rintro ⟨v, hv, hvw⟩
    have h0 := congrFun hv 0
    simp [Matrix.mulVec, dotProduct, Fin.sum_univ_two] at h0
    have hb' : (b : ℂ) ≠ 0 := by exact_mod_cast hb
    have h1 : v 1 = -v 0 := mul_left_cancel₀ hb' (by linear_combination h0)
    apply hvw
    simp [dotProduct, Fin.sum_univ_two, h1]

end

end SideGroupAntiresonance
```

The side group has two orbitals, numbered 0 and 1 as in Lean, with

$$K=\begin{pmatrix}0&b\\b&0\end{pmatrix},\qquad w=\begin{pmatrix}t\\t\end{pmatrix}.$$

At energy $b$ the vector $(1,1)$ is an eigenvector with overlap $2t$, or $\sqrt2\,t$ once normalised, so $T\to0$. At $-b$ the first row of $Kv=-bv$ reads $bv_1=-bv_0$. Every eigenvector there is thus antisymmetric, its overlap is $\overline{v_0}\,t-\overline{v_0}\,t=0$, and $T$ does not tend to zero.

```lean
#print axioms SideGroupAntiresonance.amplitude_eq_green
#print axioms SideGroupAntiresonance.transmission_tendsto_zero_iff
#print axioms SideGroupAntiresonance.symmetric_dimer
```

```
'SideGroupAntiresonance.amplitude_eq_green' depends on axioms: [propext, Classical.choice, Quot.sound]
'SideGroupAntiresonance.transmission_tendsto_zero_iff' depends on axioms: [propext, Classical.choice, Quot.sound]
'SideGroupAntiresonance.symmetric_dimer' depends on axioms: [propext, Classical.choice, Quot.sound]
```
